# Circular-wave expansion of the logarithmic repulsion between two charges at unequal radii

Two unit charges in a plane, repelling by the two-dimensional Coulomb law, have the energy $-\ln d$ at distance $d$, up to an additive constant. Their positions are written as complex numbers $re^{ia}$ and $se^{ib}$. The distance is then the modulus of a difference, and the angular expansion is the real part of a power series. For $0\le s<r$,

$$-\ln|re^{ia}-se^{ib}|+\ln r=\sum_{m\ge1}\frac{1}{m}\left(\frac{s}{r}\right)^m\cos\bigl(m(a-b)\bigr).$$

The energy is in units of its prefactor. The term $\ln r$ makes the left side depend only on the ratio $d/r$, so the unit of length drops out.

```lean
import Mathlib

open Finset

namespace LogRepulsionPartialWaves

noncomputable section
```

## Positions, energy and waves

The point with polar coordinates $r$ and $a$ is $re^{ia}$. Lean accepts any real `r`; the theorem on two charges restricts the radii to physical values.

```lean
/-- The point of the plane with polar coordinates `r` and `a`, as a complex number. -/
def planePoint (r a : ℝ) : ℂ := (r : ℂ) * Complex.exp ((a : ℂ) * Complex.I)
```

The energy is defined from the actual distance, not from its expansion.

```lean
/-- The repulsion of two unit charges in two dimensions, minus the logarithm of their distance,
for distinct positions `z` and `w`. -/
def logRepulsion (z w : ℂ) : ℝ := -Real.log ‖z - w‖
```

For a radius ratio $t$ and a relative angle $q$, the wave of order $m\ge1$ is $t^m\cos(mq)/m$. The name `circularWave` thus includes the radial factor and the $1/m$. The cosine combines the angular momenta $m$ and $-m$ in equal parts, so the order $m$ is a magnitude.

```lean
/-- The circular wave of angular momentum `m ≥ 1` for radius ratio `t` and relative angle `q`. -/
def circularWave (t q : ℝ) (m : ℕ) : ℝ := t ^ m * Real.cos (m * q) / m
```

## The squared distance

Splitting the difference into real and imaginary parts gives

$$|re^{ia}-se^{ib}|^2=(r\cos a-s\cos b)^2+(r\sin a-s\sin b)^2.$$

The squares combine to $r^2+s^2$, and the cross terms to $-2rs(\cos a\cos b+\sin a\sin b)=-2rs\cos(a-b)$. In the proof, `hre` and `him` supply the two components, and `linear_combination` uses $\sin^2+\cos^2=1$ once for each angle.

```lean
/-- The law of cosines for the squared distance of two charges given in polar coordinates. -/
theorem norm_sq_sub (r s a b : ℝ) :
    ‖planePoint r a - planePoint s b‖ ^ 2 = r ^ 2 - 2 * r * s * Real.cos (a - b) + s ^ 2 := by
  have hre : ∀ x y : ℝ, (planePoint x y).re = x * Real.cos y := fun x y => by
    rw [planePoint, Complex.re_ofReal_mul, Complex.exp_ofReal_mul_I_re]
  have him : ∀ x y : ℝ, (planePoint x y).im = x * Real.sin y := fun x y => by
    rw [planePoint, Complex.im_ofReal_mul, Complex.exp_ofReal_mul_I_im]
  rw [← Complex.normSq_eq_norm_sq, Complex.normSq_apply, Complex.sub_re, Complex.sub_im,
    hre, hre, him, him, Real.cos_sub]
  linear_combination r ^ 2 * Real.sin_sq_add_cos_sq a + s ^ 2 * Real.sin_sq_add_cos_sq b
```

With $r=1$ and $s=t$ this becomes $1-2t\cos q+t^2$, the argument of the logarithm. Since $t\cos q\le|t|$, it is at least $1-2|t|+|t|^2=(1-|t|)^2$, which is positive for $|t|<1$.

```lean
/-- For `|t| < 1` the argument of the logarithm, `1 - 2 t cos q + t ^ 2`, is positive. -/
theorem log_argument_pos {t : ℝ} (ht : |t| < 1) (q : ℝ) :
    0 < 1 - 2 * t * Real.cos q + t ^ 2 := by
  have h : t * Real.cos q ≤ |t| := by
    refine (le_abs_self _).trans ?_
    rw [abs_mul]
    exact mul_le_of_le_one_right (abs_nonneg t) (Real.abs_cos_le_one q)
  nlinarith [sq_abs t, pow_pos (sub_pos.2 ht) 2]
```

## Summing the waves

Put $z=te^{iq}$. De Moivre's formula gives $z^m=t^me^{imq}$, so

$$\operatorname{Re}\frac{z^m}{m}=\frac{t^m\cos(mq)}{m}.$$

```lean
/-- Each circular wave is the real part of `z ^ m / m`, where `z` has polar coordinates
`t` and `q`. -/
theorem re_pow_div (t q : ℝ) (m : ℕ) :
    (planePoint t q ^ m / (m : ℂ)).re = circularWave t q m := by
  -- de Moivre's formula
  have hz : planePoint t q ^ m = planePoint (t ^ m) (m * q) := by
    simp only [planePoint]
    rw [mul_pow, ← Complex.exp_nat_mul]
    push_cast
    ring_nf
  rw [hz, Complex.div_natCast_re, planePoint, Complex.re_ofReal_mul,
    Complex.exp_ofReal_mul_I_re, circularWave]
```

For $|z|=|t|<1$, the geometric series for $z/(1-uz)$ converges uniformly in $u\in[0,1]$. Integrating it term by term gives

$$-\log(1-z)=\int_0^1\frac{z\,du}{1-uz}=\sum_{m\ge1}\frac{z^m}{m}.$$

The real part of the complex logarithm is the logarithm of the modulus, hence

$$\sum_{m\ge1}\frac{t^m\cos(mq)}{m}=-\ln|1-z|=-\frac12\ln(1-2t\cos q+t^2).$$

`HasSum` states both that the series converges and that this is its sum. Lean's index `m` starts at 0, so the summand is the wave of order `m + 1`. The proof takes the Taylor series from Mathlib, where it also has a term of index 0; that term vanishes because Lean sets $1/0=0$, and `hasSum_nat_add_iff' 1` removes it. The facts `hz` and `hn` are $|z|<1$ and the law of cosines for $|1-z|^2$.

```lean
/-- For `|t| < 1` the circular waves with `m ≥ 1` sum to
`-(1/2) ln (1 - 2 t cos q + t ^ 2)`. -/
theorem circular_expansion {t : ℝ} (ht : |t| < 1) (q : ℝ) :
    HasSum (fun m : ℕ => circularWave t q (m + 1))
      (-(1 / 2) * Real.log (1 - 2 * t * Real.cos q + t ^ 2)) := by
  have hz : ‖planePoint t q‖ < 1 := by
    rw [planePoint, norm_mul, Complex.norm_exp_ofReal_mul_I, mul_one, Complex.norm_real,
      Real.norm_eq_abs]
    exact ht
  have hn : ‖1 - planePoint t q‖ ^ 2 = 1 - 2 * t * Real.cos q + t ^ 2 := by
    have h := norm_sq_sub 1 t 0 q
    have h1 : planePoint 1 0 = 1 := by simp [planePoint]
    rw [h1, zero_sub, Real.cos_neg] at h
    rw [h]
    ring
  -- the real part of the Taylor series of the complex logarithm, without its empty term
  have h := Complex.hasSum_re
    ((hasSum_nat_add_iff' 1).mpr (Complex.hasSum_taylorSeries_neg_log hz))
  convert h using 1
  · funext m
    exact (re_pow_div t q (m + 1)).symm
  · rw [← hn, Real.log_pow, Finset.sum_range_one, Nat.cast_zero, div_zero, sub_zero,
      Complex.neg_re, Complex.log_re]
    push_cast
    ring
```

## Two charges at different radii

Let $t=s/r$. Factoring out the larger radius gives

$$|re^{ia}-se^{ib}|^2=r^2\bigl(1-2t\cos(a-b)+t^2\bigr).$$

Both factors are positive, so the logarithm of the product splits:

$$2\ln|re^{ia}-se^{ib}|=2\ln r+\ln\bigl(1-2t\cos(a-b)+t^2\bigr).$$

Dividing by $-2$ and moving $\ln r$ to the left leaves the sum already found. In Lean, `hd` is the factorisation, `hl` its logarithm, and `linarith` does the rearrangement. The inner charge may sit at the origin, where every wave vanishes.

```lean
/-- For two charges at radii `0 ≤ s < r` and angles `a`, `b`, the logarithmic repulsion plus
`ln r` is the sum of the circular waves of the ratio `s / r` and the angle `a - b`. -/
theorem logRepulsion_expansion {r s : ℝ} (hs : 0 ≤ s) (hsr : s < r) (a b : ℝ) :
    HasSum (fun m : ℕ => circularWave (s / r) (a - b) (m + 1))
      (logRepulsion (planePoint r a) (planePoint s b) + Real.log r) := by
  have hr : 0 < r := hs.trans_lt hsr
  have ht : |s / r| < 1 := by
    rw [abs_of_nonneg (div_nonneg hs hr.le), div_lt_one hr]
    exact hsr
  -- factor the larger radius out of the squared distance
  have hd : ‖planePoint r a - planePoint s b‖ ^ 2
      = r ^ 2 * (1 - 2 * (s / r) * Real.cos (a - b) + (s / r) ^ 2) := by
    rw [norm_sq_sub]
    have e : s / r * r = s := div_mul_cancel₀ s hr.ne'
    generalize s / r = t at e ⊢
    linear_combination (2 * r * Real.cos (a - b) - s - t * r) * e
  have hl := congrArg Real.log hd
  rw [Real.log_pow, Real.log_mul (pow_ne_zero 2 hr.ne') (log_argument_pos ht (a - b)).ne',
    Real.log_pow] at hl
  push_cast at hl
  convert circular_expansion ht (a - b) using 1
  rw [logRepulsion]
  linarith
```

## The error after $M$ waves

The error after the orders $1,\dots,M$ is the sum of the waves of order $m+M+1$ with $m\ge0$. Each has a cosine of modulus at most 1 and a denominator of at least $M+1$, so

$$|\text{error}|\le\frac{|t|^{M+1}}{M+1}\sum_{m\ge0}|t|^m=\frac{|t|^{M+1}}{(M+1)(1-|t|)}.$$

The comparison of single terms is `hb`, and `norm_le_of_bounded` carries it over to the sums. The bound holds at every angle and for every `M`, including `M = 0`. With $t=s/r$ and $q=a-b$ it applies to the two charges.

```lean
/-- For `|t| < 1` the error left after the first `M` circular waves is at most
`|t| ^ (M + 1) / ((M + 1) (1 - |t|))`, at every angle. -/
theorem truncation_error_le {t : ℝ} (ht : |t| < 1) (q : ℝ) (M : ℕ) :
    |-(1 / 2) * Real.log (1 - 2 * t * Real.cos q + t ^ 2)
        - ∑ m ∈ range M, circularWave t q (m + 1)|
      ≤ |t| ^ (M + 1) / (((M : ℝ) + 1) * (1 - |t|)) := by
  have h := (hasSum_nat_add_iff' M).mpr (circular_expansion ht q)
  have hg := (hasSum_geometric_of_lt_one (abs_nonneg t) ht).mul_left
    (|t| ^ (M + 1) / ((M : ℝ) + 1))
  -- each omitted wave is dominated by a term of a geometric series
  have hb : ∀ m : ℕ, ‖circularWave t q (m + M + 1)‖
      ≤ |t| ^ (M + 1) / ((M : ℝ) + 1) * |t| ^ m := by
    intro m
    rw [circularWave, Real.norm_eq_abs, abs_div, abs_mul, abs_pow, Nat.abs_cast]
    have hm : (M : ℝ) + 1 ≤ ((m + M + 1 : ℕ) : ℝ) := by
      push_cast
      linarith [Nat.cast_nonneg (α := ℝ) m]
    refine (div_le_div₀ (pow_nonneg (abs_nonneg t) (m + M + 1))
      (mul_le_of_le_one_right (pow_nonneg (abs_nonneg t) _) (Real.abs_cos_le_one _))
      (by positivity) hm).trans (le_of_eq ?_)
    ring
  have hfin := h.norm_le_of_bounded hg hb
  rw [Real.norm_eq_abs, ← div_eq_mul_inv, div_div] at hfin
  exact hfin
```

When the charges lie in the same direction from the origin, $q=0$ and all waves are nonnegative for $0\le t<1$. The error is then at least the first omitted wave, $t^{M+1}/(M+1)$. Upper and lower bounds differ by the factor $1/(1-t)$, so at fixed $t$ the upper bound has the right dependence on $M$. In the proof, `hfirst` identifies the first omitted wave and `hpos` gives the sign of the others.

```lean
/-- For aligned charges, `q = 0`, and `0 ≤ t < 1`, the error left after the first `M` circular
waves is at least `t ^ (M + 1) / (M + 1)`. -/
theorem le_truncation_error_aligned {t : ℝ} (h0 : 0 ≤ t) (h1 : t < 1) (M : ℕ) :
    t ^ (M + 1) / ((M : ℝ) + 1)
      ≤ -(1 / 2) * Real.log (1 - 2 * t * Real.cos 0 + t ^ 2)
        - ∑ m ∈ range M, circularWave t 0 (m + 1) := by
  have ht : |t| < 1 := by rwa [abs_of_nonneg h0]
  have h := (hasSum_nat_add_iff' M).mpr (circular_expansion ht 0)
  have hfirst : t ^ (M + 1) / ((M : ℝ) + 1) = circularWave t 0 (0 + M + 1) := by
    simp [circularWave]
  -- all omitted waves are nonnegative, so the first one bounds the tail from below
  have hpos : ∀ j : ℕ, j ≠ 0 → 0 ≤ circularWave t 0 (j + M + 1) := by
    intro j _
    rw [circularWave, mul_zero, Real.cos_zero]
    positivity
  exact hfirst.le.trans (le_hasSum h 0 hpos)
```

## Coalescence

At equal nonzero radii and equal angles, $t=1$ and $q=0$, and the waves are $1,\tfrac12,\tfrac13,\dots$. Each block $\frac1{n+1}+\dots+\frac1{2n}$ has $n$ terms of at least $\frac1{2n}$, so it contributes at least $\frac12$, and the partial sums grow without limit. Lean reduces the claim to Mathlib's theorem on the harmonic series. Equal radii with different angles are left aside.

```lean
/-- At coalescence, with equal radii and equal angles, the circular waves are not summable. -/
theorem not_summable_coalescence :
    ¬ Summable (fun m : ℕ => circularWave 1 0 (m + 1)) := by
  intro h
  -- the waves are the terms of the harmonic series
  exact Real.not_summable_one_div_natCast
    ((summable_nat_add_iff 1).mp (by simpa [circularWave] using h))

end

end LogRepulsionPartialWaves
```

Partial-wave expansions of the electron repulsion are used in electronic-structure calculations. The model here is a logarithmic interaction between point charges in the plane. In three-dimensional space this is the interaction per unit length of parallel line charges; electrons confined to a plane in vacuum repel as $1/d$ instead. For charges in the same direction from the origin, the upper and lower bounds together show how the convergence of the logarithmic expansion slows as the ratio of the radii approaches 1; for other directions only the upper bound is proved. At fixed $M$ the upper bound diverges as the ratio approaches 1, although for charges in different directions the error itself stays finite. All these bounds concern the interaction at fixed positions. They don't give the convergence of a correlation energy with angular momentum, which also depends on how the wavefunction itself is expanded.

```lean
#print axioms LogRepulsionPartialWaves.logRepulsion_expansion
#print axioms LogRepulsionPartialWaves.truncation_error_le
#print axioms LogRepulsionPartialWaves.le_truncation_error_aligned
#print axioms LogRepulsionPartialWaves.not_summable_coalescence
```

```
'LogRepulsionPartialWaves.logRepulsion_expansion' depends on axioms: [propext, Classical.choice, Quot.sound]
'LogRepulsionPartialWaves.truncation_error_le' depends on axioms: [propext, Classical.choice, Quot.sound]
'LogRepulsionPartialWaves.le_truncation_error_aligned' depends on axioms: [propext, Classical.choice, Quot.sound]
'LogRepulsionPartialWaves.not_summable_coalescence' depends on axioms: [propext, Classical.choice, Quot.sound]
```
